# A constrained energy minimizer of a fixed ultrasoft Hamiltonian on a finite grid solves Hφ = E Sφ

An iterative eigensolver in an ultrasoft plane-wave calculation can test a state φ by its residual (H − E S)φ, where H is the Hamiltonian, S the overlap operator and E the energy of φ. On a finite grid, with H fixed and Hermitian and S positive definite, this residual is zero whenever φ minimizes ⟨φ,Hφ⟩ subject to ⟨φ,Sφ⟩ = 1.

In Lean 4 with Mathlib:

```lean
import Mathlib

open Matrix

namespace UltrasoftGroundState

noncomputable section

variable {G P : Type*} [Fintype G] [DecidableEq G] [Fintype P]

/-- The real part of the expectation value `⟨x, A x⟩` on the grid. -/
def expect (A : Matrix G G ℂ) (x : G → ℂ) : ℝ := (star x ⬝ᵥ (A *ᵥ x)).re

/-- The screened strengths `D_ij = D0_ij + ∑_r V(r) Q_ij(r)`. -/
def screenedD (D0 : Matrix P P ℂ) (V : G → ℝ) (Q : G → Matrix P P ℂ) : Matrix P P ℂ :=
  D0 + ∑ r, (V r : ℂ) • Q r

/-- The ultrasoft Hamiltonian `T + V + ∑_ij D_ij |β_i⟩⟨β_j|`; column `i` of `B` is `β_i`. -/
def hamiltonian (T : Matrix G G ℂ) (V : G → ℝ) (D0 : Matrix P P ℂ)
    (Q : G → Matrix P P ℂ) (B : Matrix G P ℂ) : Matrix G G ℂ :=
  T + diagonal (fun r => (V r : ℂ)) + B * screenedD D0 V Q * Bᴴ

/-- The overlap operator `1 + ∑_ij q_ij |β_i⟩⟨β_j|` with `q_ij = ∑_r Q_ij(r)`. -/
def overlap (Q : G → Matrix P P ℂ) (B : Matrix G P ℂ) : Matrix G G ℂ :=
  1 + B * (∑ r, Q r) * Bᴴ

/-- The augmented density `|φ(r)|² + ∑_ij ⟨φ|β_i⟩ Q_ij(r) ⟨β_j|φ⟩`. -/
def density (Q : G → Matrix P P ℂ) (B : Matrix G P ℂ) (φ : G → ℂ) (r : G) : ℂ :=
  star (φ r) * φ r + star (Bᴴ *ᵥ φ) ⬝ᵥ (Q r *ᵥ (Bᴴ *ᵥ φ))

/-- `φ` minimizes `expect H` among the states on which `expect S` equals 1. -/
def IsGroundState (H S : Matrix G G ℂ) (φ : G → ℂ) : Prop :=
  expect S φ = 1 ∧ ∀ x, expect S x = 1 → expect H φ ≤ expect H x

omit [DecidableEq G] in
/-- Scaling a state by a real factor `c` scales expectation values by `c²`. -/
theorem expect_smul (A : Matrix G G ℂ) (c : ℝ) (x : G → ℂ) :
    expect A ((c : ℂ) • x) = c ^ 2 * expect A x := by
  simp only [expect, mulVec_smul, star_smul, smul_dotProduct, dotProduct_smul, smul_eq_mul,
    Complex.star_def, Complex.conj_ofReal, Complex.re_ofReal_mul]
  ring

/-- The expectation value of a nonlocal operator with strengths `D0 + ∑_r c(r) Q(r)`,
written through the projections `⟨β_i|x⟩`. -/
theorem nonlocal_form (D0 : Matrix P P ℂ) (c : G → ℂ) (Q : G → Matrix P P ℂ)
    (B : Matrix G P ℂ) (x : G → ℂ) :
    star x ⬝ᵥ ((B * (D0 + ∑ r, c r • Q r) * Bᴴ) *ᵥ x) =
      star (Bᴴ *ᵥ x) ⬝ᵥ (D0 *ᵥ (Bᴴ *ᵥ x)) +
        ∑ r, c r * (star (Bᴴ *ᵥ x) ⬝ᵥ (Q r *ᵥ (Bᴴ *ᵥ x))) := by
  have move : ∀ D : Matrix P P ℂ, star x ⬝ᵥ ((B * D * Bᴴ) *ᵥ x) =
      star (Bᴴ *ᵥ x) ⬝ᵥ (D *ᵥ (Bᴴ *ᵥ x)) := by
    intro D
    rw [star_mulVec, conjTranspose_conjTranspose, ← dotProduct_mulVec]
    simp only [mulVec_mulVec, Matrix.mul_assoc]
  rw [move, add_mulVec, dotProduct_add]
  generalize Bᴴ *ᵥ x = p
  congr 1
  induction (Finset.univ : Finset G) using Finset.induction_on with
  | empty => simp
  | insert a s ha ih =>
    rw [Finset.sum_insert ha, Finset.sum_insert ha, add_mulVec, dotProduct_add, smul_mulVec,
      dotProduct_smul, smul_eq_mul, ih]

/-- The augmented density sums to `⟨φ, S φ⟩`. -/
theorem total_charge (Q : G → Matrix P P ℂ) (B : Matrix G P ℂ) (φ : G → ℂ) :
    ∑ r, density Q B φ r = star φ ⬝ᵥ (overlap Q B *ᵥ φ) := by
  have h := nonlocal_form 0 (fun _ => 1) Q B φ
  simp only [one_smul, one_mul, zero_add, zero_mulVec, dotProduct_zero] at h
  rw [overlap, add_mulVec, dotProduct_add, one_mulVec, h]
  simp only [density, Finset.sum_add_distrib]
  rfl

/-- The energy is the `T` term, plus the local potential acting on the augmented density,
plus the bare nonlocal term. -/
theorem energy_eq (T : Matrix G G ℂ) (V : G → ℝ) (D0 : Matrix P P ℂ)
    (Q : G → Matrix P P ℂ) (B : Matrix G P ℂ) (φ : G → ℂ) :
    star φ ⬝ᵥ (hamiltonian T V D0 Q B *ᵥ φ) =
      star φ ⬝ᵥ (T *ᵥ φ) + ∑ r, (V r : ℂ) * density Q B φ r +
        star (Bᴴ *ᵥ φ) ⬝ᵥ (D0 *ᵥ (Bᴴ *ᵥ φ)) := by
  have hV : star φ ⬝ᵥ (diagonal (fun r => (V r : ℂ)) *ᵥ φ) =
      ∑ r, (V r : ℂ) * (star (φ r) * φ r) := by
    refine Finset.sum_congr rfl fun r _ => ?_
    rw [mulVec_diagonal, Pi.star_apply]
    ring
  have h := nonlocal_form D0 (fun r => (V r : ℂ)) Q B φ
  rw [hamiltonian, screenedD, add_mulVec, add_mulVec, dotProduct_add, dotProduct_add, h, hV]
  simp only [density, mul_add, Finset.sum_add_distrib]
  ring

/-- If `T`, `D0` and every `Q r` are Hermitian, so are the ultrasoft Hamiltonian and the overlap
operator. -/
theorem isHermitian_pair {T : Matrix G G ℂ} (V : G → ℝ) {D0 : Matrix P P ℂ}
    {Q : G → Matrix P P ℂ} (B : Matrix G P ℂ) (hT : T.IsHermitian) (hD : D0.IsHermitian)
    (hQ : ∀ r, (Q r).IsHermitian) :
    (hamiltonian T V D0 Q B).IsHermitian ∧ (overlap Q B).IsHermitian := by
  have hB : ∀ D : Matrix P P ℂ, Dᴴ = D → (B * D * Bᴴ)ᴴ = B * D * Bᴴ := by
    intro D h
    rw [conjTranspose_mul, conjTranspose_mul, conjTranspose_conjTranspose, h, Matrix.mul_assoc]
  have hS : (screenedD D0 V Q)ᴴ = screenedD D0 V Q := by
    rw [screenedD, conjTranspose_add, hD.eq, conjTranspose_sum]
    congr 1
    refine Finset.sum_congr rfl fun r _ => ?_
    rw [conjTranspose_smul, (hQ r).eq, Complex.star_def, Complex.conj_ofReal]
  have hV : (diagonal (fun r => (V r : ℂ)))ᴴ = diagonal (fun r => (V r : ℂ)) := by
    rw [diagonal_conjTranspose]
    congr 1
    funext r
    simp
  constructor
  · unfold Matrix.IsHermitian hamiltonian
    rw [conjTranspose_add, conjTranspose_add, hT.eq, hV, hB _ hS]
  · unfold Matrix.IsHermitian overlap
    rw [conjTranspose_add, conjTranspose_one, hB]
    rw [conjTranspose_sum]
    exact Finset.sum_congr rfl fun r _ => (hQ r).eq

omit [DecidableEq G] in
/-- If a Hermitian operator has no negative expectation value, it annihilates every state
in which its expectation value vanishes. -/
theorem residual_eq_zero {M : Matrix G G ℂ} (hM : M.IsHermitian) (hpos : ∀ x, 0 ≤ expect M x)
    {φ : G → ℂ} (h0 : expect M φ = 0) : M *ᵥ φ = 0 := by
  by_contra hg
  have ha : 0 < (star (M *ᵥ φ) ⬝ᵥ (M *ᵥ φ)).re := by
    obtain ⟨i, hi⟩ := Function.ne_iff.mp hg
    have h : (star (M *ᵥ φ) ⬝ᵥ (M *ᵥ φ)).re = ∑ j, Complex.normSq ((M *ᵥ φ) j) := by
      rw [dotProduct, Complex.re_sum]
      refine Finset.sum_congr rfl fun j _ => ?_
      simp [Complex.normSq_apply, Complex.mul_re]
    rw [h]
    exact Finset.sum_pos' (fun j _ => Complex.normSq_nonneg _)
      ⟨i, Finset.mem_univ i, Complex.normSq_pos.mpr hi⟩
  have e : star φ ⬝ᵥ (M *ᵥ (M *ᵥ φ)) = star (M *ᵥ φ) ⬝ᵥ (M *ᵥ φ) := by
    rw [star_mulVec, hM.eq, ← dotProduct_mulVec]
  -- a step of length t against the residual M φ
  have h : ∀ t : ℝ, 0 ≤ -2 * t * (star (M *ᵥ φ) ⬝ᵥ (M *ᵥ φ)).re
      + t ^ 2 * expect M (M *ᵥ φ) := by
    intro t
    have key : expect M (φ - (t : ℂ) • (M *ᵥ φ)) = expect M φ
        - 2 * t * (star (M *ᵥ φ) ⬝ᵥ (M *ᵥ φ)).re + t ^ 2 * expect M (M *ᵥ φ) := by
      simp only [expect, mulVec_sub, mulVec_smul, star_sub, star_smul, sub_dotProduct,
        dotProduct_sub, smul_dotProduct, dotProduct_smul, smul_eq_mul, e, Complex.star_def,
        Complex.conj_ofReal, Complex.sub_re, Complex.re_ofReal_mul]
      ring
    have h1 := hpos (φ - (t : ℂ) • (M *ᵥ φ))
    rw [key, h0] at h1
    linarith
  have hb := hpos (M *ᵥ φ)
  generalize (star (M *ᵥ φ) ⬝ᵥ (M *ᵥ φ)).re = a at ha h
  generalize expect M (M *ᵥ φ) = b at hb h
  have hb1 : 0 < b + 1 := by linarith
  have ht : 0 < a / (b + 1) := div_pos ha hb1
  have hm : a / (b + 1) * (b + 1) = a := div_mul_cancel₀ _ hb1.ne'
  have h2 := h (a / (b + 1))
  generalize a / (b + 1) = t at ht hm h2
  have h3 : t ^ 2 * b = t * a - t ^ 2 := by linear_combination t * hm
  nlinarith [mul_pos ht ha, mul_pos ht ht]

omit [DecidableEq G] in
/-- If `expect S` is positive on nonzero states, the energy `E` of a constrained minimizer obeys `E
* expect S x ≤ expect H x` for every trial state `x`. -/
theorem rayleigh_bound {H S : Matrix G G ℂ} (hS : ∀ x, x ≠ 0 → 0 < expect S x)
    {φ : G → ℂ} (hφ : IsGroundState H S φ) (x : G → ℂ) :
    expect H φ * expect S x ≤ expect H x := by
  by_cases hx : x = 0
  · subst hx
    simp [expect]
  have hs := hS x hx
  -- normalize the trial state
  have hc : ((√(expect S x))⁻¹) ^ 2 * expect S x = 1 := by
    rw [inv_pow, Real.sq_sqrt hs.le, inv_mul_cancel₀ hs.ne']
  have h := hφ.2 (((√(expect S x))⁻¹ : ℝ) • x) (by
    have := expect_smul S (√(expect S x))⁻¹ x
    rw [hc] at this
    exact this)
  have h' : expect H φ ≤ ((√(expect S x))⁻¹) ^ 2 * expect H x :=
    h.trans_eq (expect_smul H (√(expect S x))⁻¹ x)
  calc expect H φ * expect S x
      ≤ ((√(expect S x))⁻¹) ^ 2 * expect H x * expect S x :=
        mul_le_mul_of_nonneg_right h' hs.le
    _ = expect H x := by linear_combination expect H x * hc

/-- Let `T`, `D0` and every `Q r` be Hermitian and the overlap `S` positive definite. Then a
minimizer `φ` of the ultrasoft energy under the constraint `⟨φ, S φ⟩ = 1` satisfies `H φ = E S φ`
with `E = ⟨φ, H φ⟩`. -/
theorem ground_state_equation {T : Matrix G G ℂ} {V : G → ℝ} {D0 : Matrix P P ℂ}
    {Q : G → Matrix P P ℂ} {B : Matrix G P ℂ} (hT : T.IsHermitian) (hD : D0.IsHermitian)
    (hQ : ∀ r, (Q r).IsHermitian) (hS : ∀ x, x ≠ 0 → 0 < expect (overlap Q B) x)
    {φ : G → ℂ} (hφ : IsGroundState (hamiltonian T V D0 Q B) (overlap Q B) φ) :
    hamiltonian T V D0 Q B *ᵥ φ =
      (expect (hamiltonian T V D0 Q B) φ : ℂ) • (overlap Q B *ᵥ φ) := by
  obtain ⟨hH, hO⟩ := isHermitian_pair V B hT hD hQ
  have hb := rayleigh_bound hS hφ
  have hn := hφ.1
  generalize hamiltonian T V D0 Q B = H at *
  generalize overlap Q B = S at *
  have hsub : ∀ x, expect (H - (expect H φ : ℂ) • S) x
      = expect H x - expect H φ * expect S x := by
    intro x
    rw [expect, sub_mulVec, smul_mulVec, dotProduct_sub, dotProduct_smul, smul_eq_mul,
      Complex.sub_re, Complex.re_ofReal_mul]
    rfl
  have hM : (H - (expect H φ : ℂ) • S).IsHermitian := by
    unfold Matrix.IsHermitian
    rw [conjTranspose_sub, conjTranspose_smul, hH.eq, hO.eq, Complex.star_def,
      Complex.conj_ofReal]
  -- H - E S is nonnegative and vanishes at φ
  have h := residual_eq_zero hM (fun x => by rw [hsub]; linarith [hb x])
    (φ := φ) (by rw [hsub, hn]; ring)
  rwa [sub_mulVec, smul_mulVec, sub_eq_zero] at h

omit [DecidableEq G] in
/-- On a nonempty grid with positive definite overlap, a constrained minimizer exists. -/
theorem exists_groundState [Nonempty G] (H : Matrix G G ℂ) {S : Matrix G G ℂ}
    (hS : ∀ x, x ≠ 0 → 0 < expect S x) : ∃ φ, IsGroundState H S φ := by
  have hc : ∀ A : Matrix G G ℂ, Continuous (expect A) := by
    intro A
    unfold expect
    simp only [dotProduct, Matrix.mulVec, Pi.star_apply]
    fun_prop
  have hne : ∀ x ∈ Metric.sphere (0 : G → ℂ) 1, x ≠ 0 := by
    rintro x hx rfl
    simp at hx
  -- minimize the Rayleigh quotient on the compact unit sphere
  obtain ⟨u, hu, hmin⟩ := (isCompact_sphere (0 : G → ℂ) 1).exists_isMinOn
    ⟨fun _ => 1, by simp⟩
    ((hc H).continuousOn.div (hc S).continuousOn fun x hx => (hS x (hne x hx)).ne')
  have hs := hS u (hne u hu)
  have hk : ((√(expect S u))⁻¹) ^ 2 = (expect S u)⁻¹ := by
    rw [inv_pow, Real.sq_sqrt hs.le]
  refine ⟨(((√(expect S u))⁻¹ : ℝ) : ℂ) • u, ?_, fun x hx => ?_⟩
  · rw [expect_smul, hk, inv_mul_cancel₀ hs.ne']
  · have hx0 : x ≠ 0 := by
      rintro rfl
      simp [expect] at hx
    have hn : ‖x‖ ≠ 0 := norm_ne_zero_iff.mpr hx0
    have hy : ((‖x‖⁻¹ : ℝ) : ℂ) • x ∈ Metric.sphere (0 : G → ℂ) 1 := by
      rw [mem_sphere_zero_iff_norm, norm_smul, Complex.norm_real, norm_inv, norm_norm,
        inv_mul_cancel₀ hn]
    have h : expect H u / expect S u ≤
        expect H (((‖x‖⁻¹ : ℝ) : ℂ) • x) / expect S (((‖x‖⁻¹ : ℝ) : ℂ) • x) :=
      isMinOn_iff.mp hmin _ hy
    rw [expect_smul, expect_smul, hx, mul_one,
      mul_div_cancel_left₀ _ (pow_ne_zero 2 (inv_ne_zero hn))] at h
    rw [expect_smul, hk, mul_comm, ← div_eq_mul_inv]
    exact h

/-- Let `T`, `D0` and every `Q r` be Hermitian and the overlap `S` positive definite. Then the
constrained minimizers are exactly the normalized solutions of `H φ = E S φ` whose `E` is the lowest
real generalized eigenvalue. -/
theorem groundState_iff_lowest {T : Matrix G G ℂ} {V : G → ℝ} {D0 : Matrix P P ℂ}
    {Q : G → Matrix P P ℂ} {B : Matrix G P ℂ} (hT : T.IsHermitian) (hD : D0.IsHermitian)
    (hQ : ∀ r, (Q r).IsHermitian) (hS : ∀ x, x ≠ 0 → 0 < expect (overlap Q B) x)
    (φ : G → ℂ) :
    IsGroundState (hamiltonian T V D0 Q B) (overlap Q B) φ ↔
      expect (overlap Q B) φ = 1 ∧ ∃ E : ℝ,
        hamiltonian T V D0 Q B *ᵥ φ = (E : ℂ) • (overlap Q B *ᵥ φ) ∧
        ∀ (ε : ℝ) (y : G → ℂ), y ≠ 0 →
          hamiltonian T V D0 Q B *ᵥ y = (ε : ℂ) • (overlap Q B *ᵥ y) → E ≤ ε := by
  have hE : ∀ (ε : ℝ) (y : G → ℂ),
      hamiltonian T V D0 Q B *ᵥ y = (ε : ℂ) • (overlap Q B *ᵥ y) →
      expect (hamiltonian T V D0 Q B) y = ε * expect (overlap Q B) y := by
    intro ε y h
    rw [expect, h, dotProduct_smul, smul_eq_mul, Complex.re_ofReal_mul]
    rfl
  have hne : ∀ x, expect (overlap Q B) x = 1 → x ≠ 0 := by
    rintro x hx rfl
    simp [expect] at hx
  constructor
  · intro hφ
    refine ⟨hφ.1, _, ground_state_equation hT hD hQ hS hφ, fun ε y hy h => ?_⟩
    have hb := rayleigh_bound hS hφ y
    rw [hE ε y h] at hb
    exact le_of_mul_le_mul_right hb (hS y hy)
  · rintro ⟨hn, E, hEq, hlow⟩
    obtain ⟨r, _⟩ := Function.ne_iff.mp (hne φ hn)
    have : Nonempty G := ⟨r⟩
    -- compare with a minimizer, which exists by compactness
    obtain ⟨χ, hχ⟩ := exists_groundState (hamiltonian T V D0 Q B) hS
    have h1 := hlow _ χ (hne χ hχ.1) (ground_state_equation hT hD hQ hS hχ)
    refine ⟨hn, fun x hx => ?_⟩
    rw [hE E φ hEq, hn, mul_one]
    exact h1.trans (hχ.2 x hx)

end

end UltrasoftGroundState
```

```lean
#print axioms UltrasoftGroundState.total_charge
-- 'UltrasoftGroundState.total_charge' depends on axioms: [propext, Classical.choice, Quot.sound]
#print axioms UltrasoftGroundState.energy_eq
-- 'UltrasoftGroundState.energy_eq' depends on axioms: [propext, Classical.choice, Quot.sound]
#print axioms UltrasoftGroundState.ground_state_equation
-- 'UltrasoftGroundState.ground_state_equation' depends on axioms: [propext, Classical.choice, Quot.sound]
#print axioms UltrasoftGroundState.groundState_iff_lowest
-- 'UltrasoftGroundState.groundState_iff_lowest' depends on axioms: [propext, Classical.choice, Quot.sound]
```

The grid points r form the finite type `G`, and a state is a function `G → ℂ`. The finite type `P` labels the projectors β_i, which are the columns of `B`. With Q_ij(r) the augmentation functions, V(r) the real local potential and D0_ij the bare nonlocal strengths, the operators are

q_ij = Σ_r Q_ij(r)

D_ij = D0_ij + Σ_r V(r) Q_ij(r)

S = 1 + Σ_ij q_ij |β_i⟩⟨β_j|

H = T + V + Σ_ij D_ij |β_i⟩⟨β_j|.

One grid carries the states, the potential and the augmentation functions, and no plane-wave cutoff is imposed on the states. The inner product conjugates its first argument, and grid sums carry no volume element. `expect A x` is the real part of ⟨x,Ax⟩, which is the whole value when A is Hermitian. `IsGroundState` says that φ has ⟨φ,Sφ⟩ = 1 and that no other state so normalized has lower energy.

The matrix T may be any Hermitian matrix; nothing ties it to a kinetic energy. The hypothesis `hQ` is the condition Q_ij(r) = conj(Q_ji(r)) at each grid point. Positive definiteness of S, the hypothesis `hS`, is assumed and not derived from the projectors. The potential is held fixed, so self-consistency is not treated, and neither are several mutually orthogonal orbitals.

The physics of `hS` can be read off the charge. An ultrasoft pseudo-wavefunction need not carry the full charge near the nuclei, and the functions Q_ij(r) supply the difference. With the projections p_i = ⟨β_i,φ⟩, the augmented density is

n(r) = |φ(r)|² + Σ_ij conj(p_i) Q_ij(r) p_j.

Summing over r turns Q_ij(r) into q_ij, which gives `total_charge`:

Σ_r n(r) = ⟨φ,φ⟩ + Σ_ij conj(p_i) q_ij p_j = ⟨φ,Sφ⟩.

The constraint therefore fixes the total charge to one, and `hS` says that every nonzero state carries positive charge. Inserting D_ij into the energy and collecting the terms with V(r) gives `energy_eq`:

⟨φ,Hφ⟩ = ⟨φ,Tφ⟩ + Σ_r V(r) n(r) + Σ_ij conj(p_i) D0_ij p_j.

The local potential thus acts on the full augmented density. Both identities rest on `nonlocal_form`, which moves B onto the states and expands the grid sum by induction.

The proof of the eigenvalue equation uses that H and S are Hermitian. Since V is real and D0 and every Q(r) are Hermitian, so are D and q, and

(B D B†)† = B D† B† = B D B†.

The same holds with q in place of D. This is `isHermitian_pair`.

Now let φ be a minimizer and E = ⟨φ,Hφ⟩. For x ≠ 0 the number s = ⟨x,Sx⟩ is positive, and x/√s satisfies the constraint. Its energy is ⟨x,Hx⟩/s, because a real factor c multiplies expectation values by c² (`expect_smul`). Minimality gives E ≤ ⟨x,Hx⟩/s, hence

E ⟨x,Sx⟩ ≤ ⟨x,Hx⟩,

which also holds for x = 0. This is `rayleigh_bound`.

Put M = H − E S. Then M is Hermitian, ⟨x,Mx⟩ ≥ 0 for all x, and ⟨φ,Mφ⟩ = E − E·1 = 0. The lemma `residual_eq_zero` concludes that g = Mφ vanishes, by taking a step of real length t against the residual. With a = ⟨g,g⟩ and b = ⟨g,Mg⟩ ≥ 0, and with ⟨φ,Mg⟩ = ⟨g,g⟩ by Hermiticity,

0 ≤ ⟨φ − t g, M(φ − t g)⟩ = −2ta + t²b.

Suppose a > 0 and choose t = a/(b + 1). Then tb = a − t, and the right-hand side becomes

−2ta + t(a − t) = −ta − t² < 0,

a contradiction that `nlinarith` closes. So g = 0, which is Hφ = E Sφ. In `ground_state_equation`, once Hermiticity, the Rayleigh bound and the normalization of φ are in hand, `generalize` replaces the two ultrasoft operators by arbitrary matrices H and S, since only these properties are used from there on.

With S positive definite, a minimizer exists on every nonempty grid (`exists_groundState`). The quotient ⟨x,Hx⟩/⟨x,Sx⟩ is continuous on the compact unit sphere, so it has a minimum there, at some u. The state u/√⟨u,Su⟩ satisfies the constraint. Rescaling any competitor to the sphere leaves its quotient unchanged, so none has lower energy.

Finally, `groundState_iff_lowest` identifies the minimizers with the normalized solutions of lowest real generalized eigenvalue. If φ is a minimizer and Hy = ε Sy with y ≠ 0, then

E ⟨y,Sy⟩ ≤ ⟨y,Hy⟩ = ε ⟨y,Sy⟩,

and dividing by ⟨y,Sy⟩ > 0 gives E ≤ ε. Conversely, let φ be a normalized solution with the lowest eigenvalue E, and let χ be a minimizer. The energy of χ is itself a generalized eigenvalue, so

⟨φ,Hφ⟩ = E ≤ ⟨χ,Hχ⟩ ≤ ⟨x,Hx⟩

for every normalized x, and φ is a minimizer too.

Without Hermiticity of T the equation can fail. Take two grid points, V = 0, no projectors, and the matrix T with rows (0, 1) and (−1, 0). Then S = 1 and `expect H` is zero for every state, so φ = (1, 0) is a minimizer, yet Hφ = (0, −1) is not a multiple of Sφ = (1, 0).

Without positive definiteness of S, existence and the characterization can fail. Take two grid points, V = 0, D0 = 0, T = diag(0, −1), and one projector β = (0, 1) with q = −1. This T is Hermitian but is not a kinetic energy; the example is purely algebraic. Then

H = diag(0, −1), S = diag(1, 0).

The state (1, x₂) satisfies the constraint for every x₂ and has energy −|x₂|², so there is no minimizer. Yet φ = (1, 0) is normalized and solves Hφ = 0·Sφ, and 0 is the only finite generalized eigenvalue. When the overlap is not positive definite, a normalized state with zero residual and the lowest generalized eigenvalue can thus fail to minimize the constrained energy.
